# Antisymmetric pairwise offsets fit one level per material within ε exactly when every closed walk sums to at most ε per step

An offset table lists energy differences between pairs of materials, for example valence-band offsets at interfaces. Write $D(A,B)$ for the tabulated offset from material $A$ to material $B$, and $E(A)$ for a level assigned to $A$ on a common energy scale. The sign convention is $D(A,B)\approx E(B)-E(A)$. Reversing a pair reverses the sign: $D(B,A)=-D(A,B)$. The tolerance $\varepsilon$ stands for the largest error accepted on any one entry, whether it comes from measurement or from calculation.

The question is whether a single set of levels can reproduce the whole table within that tolerance:

$$|D(A,B)-E(B)+E(A)|\le\varepsilon\quad\text{for every tabulated pair.}$$

Materials are the vertices of a graph and tabulated pairs are its edges. A walk $p=(v_0,\dots,v_n)$ moves along edges and may repeat them. Its length is $n$ and its offset sum is $S(p)=\sum_{i=0}^{n-1}D(v_i,v_{i+1})$. A walk is closed if $v_n=v_0$, and it is a path if no vertex repeats. A simple cycle is a closed walk of length at least 3 in which no vertex repeats except that the last equals the first; a step back and forth along one edge is therefore not a cycle.

## The bound on closed walks and on cycles

For antisymmetric offsets, suitable levels exist if and only if

$$S(p)\le\varepsilon n\quad\text{for every closed walk } p \text{ of length } n.$$

If $\varepsilon\ge0$, it is enough to test simple cycles, of which a finite graph has finitely many. The bound is one-sided, but each cycle is also tested in the reverse direction, where its sum changes sign.

## Aligning levels from an offset table

A program that places several materials on one energy scale from pairwise interface calculations can reproduce every entry within ε only if such levels exist; a least-squares fit returns levels whether or not they do. In this model, with one level per material and one tolerance for all pairs, the criterion decides whether they exist before any fit is attempted, and a cycle that violates it shows which entries conflict.

Enumerating cycles becomes expensive on dense tables. The levels constructed below are longest-walk values with weight $D(A,B)-\varepsilon$ on each directed edge, so on a finite graph a Bellman–Ford relaxation can compute them or detect a violation; that algorithm is not formalised here.

## Levels from penalised walks

**Necessity.** Suppose the levels fit. Each step of a walk satisfies

$$|D(v_i,v_{i+1})-(E(v_{i+1})-E(v_i))|\le\varepsilon.$$

Adding the steps, the level differences telescope, and the triangle inequality gives

$$|S(p)-(E(v_n)-E(v_0))|\le\varepsilon n.$$

On a closed walk the level difference vanishes, so $S(p)\le\varepsilon n$.

**Sufficiency.** Define the penalised sum $w(p)=S(p)-\varepsilon n$. It is additive when walks are joined, and the assumption says that $w\le0$ on closed walks. Choose a reference vertex $o$ in each connected component and set

$$E(B)=\sup\{w(p): p\text{ is a walk from } o\text{ to } B\}.$$

The supremum is finite: if $q$ is a fixed walk from $B$ back to $o$, then $w(p)+w(q)\le0$, so $w(p)\le-w(q)$ for every $p$.

Let $A$ and $B$ be joined by an edge. They share a component and hence a reference. Extending any walk $p$ from $o$ to $A$ by this edge gives $w(p)+D(A,B)-\varepsilon\le E(B)$. Taking the supremum over $p$,

$$E(A)+D(A,B)-\varepsilon\le E(B),\quad\text{so}\quad D(A,B)-E(B)+E(A)\le\varepsilon.$$

Exchanging $A$ and $B$ and using antisymmetry gives $-(D(A,B)-E(B)+E(A))\le\varepsilon$. Together these are the required bound.

**Reduction to cycles.** Let $\varepsilon\ge0$ and suppose $w\le0$ on simple cycles. Every walk can then be replaced by a path with the same ends and at least as large a $w$. The proof is by induction on length, and the empty walk is already a path.

Consider a walk that steps from $a$ to $x$ and continues along $p'$. By induction there is a path $q$ with the ends of $p'$ and $w(p')\le w(q)$. If $a$ is not on $q$, prepend the step to $q$. If it is, split $q$ at $a$ into $t$, from $x$ to $a$, and the remainder $r$. The step $a\to x$ followed by $t$ is a loop $\ell$, of one of two kinds:

- If $t$ is the single step $x\to a$, then $S(\ell)=D(a,x)+D(x,a)=0\le2\varepsilon$.
- Otherwise the path $t$ does not use the edge between $a$ and $x$, so $\ell$ is a simple cycle.

Either way $w(\ell)\le0$, and

$$D(a,x)-\varepsilon+w(p')\le D(a,x)-\varepsilon+w(t)+w(r)=w(\ell)+w(r)\le w(r).$$

So $r$ is the required path. For a closed walk, the replacing path starts and ends at the same vertex, so it is empty and has $w=0$. Hence $w\le0$ on every closed walk.

**A triangle.** Let the offset be $\delta$ on each step $0\to1\to2\to0$. The three signed errors add to $3\delta$ whatever the levels are, so a fit requires $|\delta|\le\varepsilon$. Conversely, equal levels leave an error of size $|\delta|$ on every edge.

The triangle also shows that reading levels off a spanning tree would not prove sufficiency. With $\delta=\varepsilon>0$, the tree $0\to1\to2$ gives levels $0,\delta,2\delta$. Two edges fit perfectly, but the third has error $3\delta=3\varepsilon$, although a fit within $\varepsilon$ exists. The penalised supremum with reference $0$ gives $E=0$ at all three vertices.

## The Lean file

```lean
import Mathlib

open SimpleGraph

namespace NoisyOffsetTable

noncomputable section

variable {V : Type*} {G : SimpleGraph V}

/-- The sum of the tabulated offsets `D` along the directed steps of a walk. -/
def offsetSum (D : V → V → ℝ) {u v : V} (p : G.Walk u v) : ℝ :=
  (p.darts.map fun d => D d.fst d.snd).sum

/-- The levels `E` reproduce the offset table `D` on every edge of `G` with error at most `eps`. -/
def FitsWithin (G : SimpleGraph V) (D : V → V → ℝ) (eps : ℝ) (E : V → ℝ) : Prop :=
  ∀ A B, G.Adj A B → |D A B - E B + E A| ≤ eps

/-- The supremum, over all walks from the reference `o` to `B`, of the offset sum minus `eps` per
step. If there are no such walks, or these values are not bounded above, it is 0 by convention. -/
def rootedLevel (G : SimpleGraph V) (D : V → V → ℝ) (eps : ℝ) (o B : V) : ℝ :=
  ⨆ p : G.Walk o B, (offsetSum D p - eps * p.length)

/-- The empty walk has offset sum zero. -/
theorem offsetSum_nil (D : V → V → ℝ) (u : V) :
    offsetSum D (Walk.nil : G.Walk u u) = 0 := by
  simp [offsetSum]

/-- A first step from `u` to `v` adds the offset `D u v` to the sum along the rest of the walk. -/
theorem offsetSum_cons (D : V → V → ℝ) {u v w : V} (h : G.Adj u v) (p : G.Walk v w) :
    offsetSum D (Walk.cons h p) = D u v + offsetSum D p := by
  simp [offsetSum]

/-- Offset sums add when two walks are joined. -/
theorem offsetSum_append (D : V → V → ℝ) {u v w : V} (p : G.Walk u v) (q : G.Walk v w) :
    offsetSum D (p.append q) = offsetSum D p + offsetSum D q := by
  simp [offsetSum]

/-- If levels fit the table within `eps` per edge, the offset sum along a walk differs from the
level difference of its ends by at most `eps` times the length of the walk. -/
theorem error_accumulation {D : V → V → ℝ} {eps : ℝ} {E : V → ℝ}
    (hE : FitsWithin G D eps E) {u v : V} (p : G.Walk u v) :
    |offsetSum D p - (E v - E u)| ≤ eps * p.length := by
  induction p with
  | nil => simp [offsetSum_nil]
  | cons h p ih =>
    have h1 := abs_le.1 (hE _ _ h)
    have h2 := abs_le.1 ih
    rw [offsetSum_cons, Walk.length_cons, Nat.cast_add, Nat.cast_one, abs_le]
    constructor <;> linarith [h1.1, h1.2, h2.1, h2.2]

/-- If every closed walk has offset sum at most `eps` times its length, then across an edge from
`A` to `B`, with `A` reachable from `o`, the rooted level rises by at least `D A B - eps`. -/
theorem rootedLevel_step {D : V → V → ℝ} {eps : ℝ}
    (hc : ∀ (A : V) (p : G.Walk A A), offsetSum D p ≤ eps * p.length)
    {o A B : V} (ho : G.Reachable o A) (hAB : G.Adj A B) :
    rootedLevel G D eps o A + (D A B - eps) ≤ rootedLevel G D eps o B := by
  -- a fixed return walk bounds all walks from `o` to `B`
  have hbdd : BddAbove (Set.range fun p : G.Walk o B => offsetSum D p - eps * p.length) := by
    obtain ⟨q⟩ := (ho.trans hAB.reachable).symm
    refine ⟨-(offsetSum D q - eps * q.length), ?_⟩
    rintro _ ⟨p, rfl⟩
    have h := hc o (p.append q)
    rw [offsetSum_append, Walk.length_append, Nat.cast_add] at h
    dsimp only
    linarith
  have : Nonempty (G.Walk o A) := ho
  rw [← le_sub_iff_add_le]
  -- extend each walk to `A` by the edge to `B`
  refine ciSup_le fun p => ?_
  have h := le_ciSup hbdd (p.append (Walk.cons hAB Walk.nil))
  simp only [offsetSum_append, offsetSum_cons, offsetSum_nil, Walk.length_append,
    Walk.length_cons, Walk.length_nil, Nat.cast_add, Nat.cast_one, Nat.cast_zero] at h
  unfold rootedLevel
  linarith

/-- For offsets antisymmetric on edges, levels that fit the table within `eps` exist exactly when
the offset sum around every closed walk is at most `eps` times its length. -/
theorem exists_levels_iff_closed_walks {D : V → V → ℝ} {eps : ℝ}
    (hD : ∀ A B, G.Adj A B → D B A = -D A B) :
    (∃ E, FitsWithin G D eps E) ↔
      ∀ (A : V) (p : G.Walk A A), offsetSum D p ≤ eps * p.length := by
  constructor
  · rintro ⟨E, hE⟩ A p
    have h := (abs_le.1 (error_accumulation hE p)).2
    linarith
  · intro hc
    -- one reference vertex in each connected component
    have hrep : ∀ c : G.ConnectedComponent, ∃ v, G.connectedComponentMk v = c :=
      fun c => Quot.exists_rep c
    choose r hr using hrep
    have key : ∀ A B, G.Adj A B →
        rootedLevel G D eps (r (G.connectedComponentMk A)) A + (D A B - eps) ≤
          rootedLevel G D eps (r (G.connectedComponentMk B)) B := by
      intro A B hAB
      have hcomp : G.connectedComponentMk B = G.connectedComponentMk A :=
        ConnectedComponent.sound hAB.symm.reachable
      rw [hcomp]
      exact rootedLevel_step hc (ConnectedComponent.exact (hr _)) hAB
    refine ⟨fun B => rootedLevel G D eps (r (G.connectedComponentMk B)) B, fun A B hAB => ?_⟩
    have h1 := key A B hAB
    have h2 := key B A hAB.symm
    rw [hD A B hAB] at h2
    rw [abs_le]
    constructor <;> linarith

/-- Let `eps ≥ 0`, let `D` be antisymmetric on edges, and let every simple cycle have offset sum at
most `eps` times its length. Then each walk can be replaced by a path with the same ends whose
offset sum minus `eps` per step is at least as large. -/
theorem exists_path_ge {D : V → V → ℝ} {eps : ℝ} (heps : 0 ≤ eps)
    (hD : ∀ A B, G.Adj A B → D B A = -D A B)
    (hcyc : ∀ (A : V) (p : G.Walk A A), p.IsCycle → offsetSum D p ≤ eps * p.length)
    {u v : V} (p : G.Walk u v) :
    ∃ q : G.Walk u v, q.IsPath ∧
      offsetSum D p - eps * p.length ≤ offsetSum D q - eps * q.length := by
  classical
  -- an edge closed by a path is a simple cycle or a step back and forth
  have loop : ∀ {a x : V} (h : G.Adj a x) (t : G.Walk x a), t.IsPath →
      offsetSum D (Walk.cons h t) ≤ eps * (Walk.cons h t).length := by
    intro a x h t ht
    by_cases he : s(a, x) ∈ t.edges
    · cases t with
      | nil => simp at he
      | cons h' q =>
        rw [Walk.cons_isPath_iff] at ht
        rw [Walk.edges_cons, List.mem_cons] at he
        rcases he with he | he
        · rcases Sym2.eq_iff.1 he with ⟨h1, _⟩ | ⟨h1, _⟩
          · exact absurd h1 h.ne
          · subst h1
            cases q with
            | nil =>
              have hanti := hD _ _ h
              simp only [offsetSum_cons, offsetSum_nil, Walk.length_cons, Walk.length_nil]
              push_cast
              linarith
            | cons _ q' =>
              exact absurd q'.end_mem_support ((Walk.cons_isPath_iff _ _).1 ht.1).2
        · exact absurd (q.snd_mem_support_of_mem_edges he) ht.2
    · exact hcyc _ _ ((Walk.cons_isCycle_iff _ _).2 ⟨ht, he⟩)
  induction p with
  | nil => exact ⟨Walk.nil, by simp, le_rfl⟩
  | @cons a x w h p ih =>
    obtain ⟨q, hq, hle⟩ := ih
    by_cases hu : a ∈ q.support
    · -- the path returns to its start: cut the loop out
      refine ⟨q.dropUntil a hu, hq.dropUntil hu, ?_⟩
      have hloop := loop h (q.takeUntil a hu) (hq.takeUntil hu)
      have hs := offsetSum_append D (q.takeUntil a hu) (q.dropUntil a hu)
      rw [Walk.take_spec] at hs
      have hl : (q.takeUntil a hu).length + (q.dropUntil a hu).length = q.length := by
        rw [← Walk.length_append, Walk.take_spec]
      have hl' : ((q.takeUntil a hu).length : ℝ) + (q.dropUntil a hu).length = q.length := by
        exact_mod_cast hl
      simp only [offsetSum_cons, Walk.length_cons, Nat.cast_add, Nat.cast_one] at hloop ⊢
      linear_combination hloop + hle + hs + eps * hl'
    · refine ⟨Walk.cons h q, (Walk.cons_isPath_iff _ _).2 ⟨hq, hu⟩, ?_⟩
      simp only [offsetSum_cons, Walk.length_cons, Nat.cast_add, Nat.cast_one]
      linarith

/-- For `eps ≥ 0` and offsets antisymmetric on edges, levels that fit the table within `eps` exist
exactly when every simple cycle has offset sum at most `eps` times its length. -/
theorem exists_levels_iff_cycles {D : V → V → ℝ} {eps : ℝ} (heps : 0 ≤ eps)
    (hD : ∀ A B, G.Adj A B → D B A = -D A B) :
    (∃ E, FitsWithin G D eps E) ↔
      ∀ (A : V) (p : G.Walk A A), p.IsCycle → offsetSum D p ≤ eps * p.length := by
  rw [exists_levels_iff_closed_walks hD]
  refine ⟨fun h A p _ => h A p, fun h A p => ?_⟩
  obtain ⟨q, hq, hle⟩ := exists_path_ge heps hD h p
  -- a path that returns to its start is empty
  cases q with
  | nil =>
    simp only [offsetSum_nil, Walk.length_nil, Nat.cast_zero, mul_zero, sub_zero] at hle
    linarith
  | cons _ q' =>
    exact absurd q'.end_mem_support ((Walk.cons_isPath_iff _ _).1 hq).2

/-- Offsets on three materials with the same value `δ` on each step `0 → 1 → 2 → 0`. -/
def ringOffsets (δ : ℝ) : Fin 3 → Fin 3 → ℝ :=
  ![![0, δ, -δ], ![-δ, 0, δ], ![δ, -δ, 0]]

/-- On the triangle with circulating offset `δ`, levels that fit within `eps` exist exactly when
`|δ| ≤ eps`. -/
theorem triangle_levels_iff (δ eps : ℝ) :
    (∃ E, FitsWithin (⊤ : SimpleGraph (Fin 3)) (ringOffsets δ) eps E) ↔ |δ| ≤ eps := by
  constructor
  · rintro ⟨E, hE⟩
    have h01 : |δ - E 1 + E 0| ≤ eps := hE 0 1 (by simp)
    have h12 : |δ - E 2 + E 1| ≤ eps := hE 1 2 (by simp)
    have h20 : |δ - E 0 + E 2| ≤ eps := hE 2 0 (by simp)
    rw [abs_le] at *
    constructor <;> linarith [h01.1, h01.2, h12.1, h12.2, h20.1, h20.2]
  · intro h
    have h0 : 0 ≤ eps := (abs_nonneg δ).trans h
    refine ⟨fun _ => 0, fun A B _ => ?_⟩
    fin_cases A <;> fin_cases B <;> simp [ringOffsets, h, h0]

end

end NoisyOffsetTable
```

```lean
#print axioms NoisyOffsetTable.exists_levels_iff_closed_walks
#print axioms NoisyOffsetTable.exists_levels_iff_cycles
#print axioms NoisyOffsetTable.triangle_levels_iff
```

```
'NoisyOffsetTable.exists_levels_iff_closed_walks' depends on axioms: [propext, Classical.choice, Quot.sound]
'NoisyOffsetTable.exists_levels_iff_cycles' depends on axioms: [propext, Classical.choice, Quot.sound]
'NoisyOffsetTable.triangle_levels_iff' depends on axioms: [propext, Classical.choice, Quot.sound]
```

## What the theorems say about a real table

**Objects and hypotheses.** The type `V` holds the materials, and `G.Adj A B` says that a pair is tabulated. `D` is a real function of two vertices, and its values off the edges play no role. `offsetSum D p` is $S(p)$, and `FitsWithin G D eps E` is the edgewise error bound. A closed walk is a term of `G.Walk A A`; the predicate `p.IsCycle` selects the simple cycles.

`exists_levels_iff_closed_walks` states the first criterion for every real `eps` and every simple graph, finite or infinite. Its hypothesis `hD` is antisymmetry on edges. Without it the equivalence can fail: if both directions of a single edge carry $-10$ and $\varepsilon=1$, every closed walk passes, yet no levels fit.

`exists_levels_iff_cycles` adds `heps : 0 ≤ eps`. For negative `eps`, a single edge has no cycle to violate the test, but no levels fit it. `triangle_levels_iff` is the worked example, with `⊤` as the complete graph on three vertices.

**Lemmas and steps.** `error_accumulation` proves necessity by induction on the walk, with `linarith` combining the error of the first step with that of the rest. `rootedLevel` is the penalised supremum. Since Lean assigns a default value to the supremum of an unbounded set, `rootedLevel_step` first proves boundedness (`hbdd`) from the return walk. Then `le_ciSup` bounds each extended walk by the level at `B`, and `ciSup_le` passes to the supremum at `A`.

In the main theorem, `choose` picks the reference vertices, and `key` is applied to an edge in both directions, with `hD` turning the second inequality into the missing side.

`exists_path_ge` is the loop removal. Its internal claim `loop` separates the back-and-forth step from the simple cycle, `takeUntil` and `dropUntil` split $q$ into $t$ and $r$, and `linear_combination` assembles the final chain of inequalities. The cycle criterion then follows because a path returning to its start is empty.

For the triangle, the forward direction combines three edge bounds, and the converse checks constant levels case by case with `fin_cases`.

**Limits of the model.** The theorems concern existence. They do not single out a best fit, and if there is at least one material, levels that fit are never unique, since a common shift changes no difference. There is one tolerance for all pairs and one entry per pair, so individual error bars and repeated measurements need a different statement. The tolerance is a hard bound, not a standard deviation. The inequalities are between real numbers; a floating-point implementation has to allow for rounding when a cycle lies close to the limit.

The step from the model to real interfaces is the assumption that an offset is a difference of two levels, each belonging to one material. Interface dipoles can depend on the pair, the orientation and the termination. A violated cycle shows that no such levels reproduce the table within $\varepsilon$. A table that passes is numerically compatible with such levels, which does not establish that they are properties of the separate materials.
